# A global lattice potential with curl below π in absolute value forces zero lattice Chern number

Let k = (i, j) run over an N × M mesh with periodic boundaries, represented by `ZMod N × ZMod M`. For a single isolated band, k labels crystal momenta, and the links U_x(k), U_y(k) are the normalised overlaps between the cell-periodic parts of the Bloch states at neighbouring mesh points. The code takes the links as given complex functions and does not derive them from a Hamiltonian.

In Lean 4 with Mathlib:

```lean
import Mathlib

open scoped Real ComplexConjugate

namespace LatticeChernNumber

noncomputable section

variable {N M : ℕ}
```

A real potential A, which corresponds to a Berry connection times the mesh spacing, up to a sign convention, gives the link

U(k) = exp(i A(k)).

```lean
/-- The link variable `exp(i A(k))` of a real lattice potential `A`. -/
def link (A : ZMod N × ZMod M → ℝ) (k : ZMod N × ZMod M) : ℂ :=
  Complex.exp (A k * Complex.I)
```

The plaquette P(k) is the counterclockwise product around one cell, with backward links conjugated:

P(k) = U_x(k) U_y(k+(1,0)) U_x(k+(0,1))* U_y(k)*.

```lean
/-- The product of link variables counterclockwise around the plaquette with lower left
corner `k`; links traversed backwards are conjugated. -/
def plaquette (Ux Uy : ZMod N × ZMod M → ℂ) (k : ZMod N × ZMod M) : ℂ :=
  Ux k * Uy (k + (1, 0)) * conj (Ux (k + (0, 1))) * conj (Uy k)
```

The same circulation of a potential is its lattice curl:

F(k) = A_x(k) + A_y(k+(1,0)) − A_x(k+(0,1)) − A_y(k).

```lean
/-- The lattice curl of a real potential on the plaquette with lower left corner `k`. -/
def curl (Ax Ay : ZMod N × ZMod M → ℝ) (k : ZMod N × ZMod M) : ℝ :=
  Ax k + Ay (k + (1, 0)) - Ax (k + (0, 1)) - Ay k
```

The lattice Chern number adds the principal arguments, which lie in (−π, π]:

C = (1/2π) Σ_k arg P(k).

It is defined as a real number; that it is an integer for unit links is proved below. On a mesh that is too coarse it can differ from the Chern number of the band itself.

```lean
/-- The lattice Chern number: the sum of the principal plaquette arguments over the torus,
in units of `2π`. -/
def chern [NeZero N] [NeZero M] (Ux Uy : ZMod N × ZMod M → ℂ) : ℝ :=
  (∑ k, Complex.arg (plaquette Ux Uy k)) / (2 * π)
```

## From links to curl

Conjugating exp(it) gives exp(−it), so the four exponents add up to P(k) = exp(i F(k)). The proof merges the exponentials, and `ring` compares the exponents.

```lean
/-- The plaquette product of the links `exp(iA)` is the exponential of `i` times the curl. -/
theorem plaquette_link (Ax Ay : ZMod N × ZMod M → ℝ) (k : ZMod N × ZMod M) :
    plaquette (link Ax) (link Ay) k = Complex.exp (curl Ax Ay k * Complex.I) := by
  have hc : ∀ t : ℝ, conj (Complex.exp (t * Complex.I)) = Complex.exp (-(t * Complex.I)) := by
    intro t
    rw [← Complex.exp_conj]
    simp
  simp only [plaquette, link, curl, hc, ← Complex.exp_add]
  congr 1
  push_cast
  ring
```

Conversely, U = |U| exp(i arg U), so any unit link has a real potential, namely its own phase. The existence of a potential is therefore no restriction; the bound on its curl is.

```lean
/-- Unit link variables are `exp(iA)` with `A` their own principal phase. -/
theorem link_arg (U : ZMod N × ZMod M → ℂ) (h : ∀ k, ‖U k‖ = 1) :
    U = link (fun k => Complex.arg (U k)) := by
  funext k
  have h1 := Complex.norm_mul_exp_arg_mul_I (U k)
  rw [h k, Complex.ofReal_one, one_mul] at h1
  exact h1.symm
```

From here on N and M are positive. Translation permutes the sites of the torus, so Σ_k A_y(k+(1,0)) = Σ_k A_y(k), and likewise for A_x. The four sums cancel:

Σ_k F(k) = 0.

`Equiv.sum_comp` supplies the two translations.

```lean
variable [NeZero N] [NeZero M]

/-- The lattice curl of a potential defined on the whole torus sums to zero. -/
theorem sum_curl (Ax Ay : ZMod N × ZMod M → ℝ) : ∑ k, curl Ax Ay k = 0 := by
  have h1 : ∑ k, Ay (k + (1, 0)) = ∑ k, Ay k :=
    Equiv.sum_comp (Equiv.addRight ((1, 0) : ZMod N × ZMod M)) Ay
  have h2 : ∑ k, Ax (k + (0, 1)) = ∑ k, Ax k :=
    Equiv.sum_comp (Equiv.addRight ((0, 1) : ZMod N × ZMod M)) Ax
  simp only [curl, Finset.sum_add_distrib, Finset.sum_sub_distrib]
  rw [h1, h2]
  ring
```

## Small curl gives zero total flux

Suppose |F(k)| < π on every plaquette. The bound limits the circulation around each cell, not the size of A itself. Then F(k) already lies in the principal range, so

arg P(k) = F(k), and Σ_k arg P(k) = Σ_k F(k) = 0.

```lean
/-- If the links are `exp(iA)` with a real potential whose curl is below `π` in absolute value
on every plaquette, the plaquette arguments sum to zero. -/
theorem sum_arg_eq_zero_of_small_curl (Ax Ay : ZMod N × ZMod M → ℝ)
    (h : ∀ k, |curl Ax Ay k| < π) :
    ∑ k, Complex.arg (plaquette (link Ax) (link Ay) k) = 0 := by
  -- for curl below `π` in absolute value, the principal argument is the curl itself
  have harg : ∀ k, Complex.arg (plaquette (link Ax) (link Ay) k) = curl Ax Ay k := by
    intro k
    have hk := abs_lt.mp (h k)
    rw [plaquette_link, Complex.exp_mul_I, Complex.arg_cos_add_sin_mul_I ⟨hk.1, hk.2.le⟩]
  rw [Finset.sum_congr rfl (fun k _ => harg k), sum_curl]
```

The same argument works for −π < F(k) ≤ π, since the principal range includes π.

For non-interacting electrons on a finite mesh, a nonzero C for one band thus means that in no periodic gauge can real link phases be chosen with curl below π in absolute value everywhere.

## Vortices and integrality

Without the bound, exp(i arg P) = exp(iF) fixes the argument only up to 2π times an integer n(k):

arg P(k) = F(k) − 2π n(k).

Summing removes F and leaves C = −Σ_k n(k), minus the total vortex number.

```lean
/-- For any real potential, each plaquette argument is the curl minus `2π` times an integer
vortex number, and the Chern number is minus the sum of the vortex numbers. -/
theorem chern_eq_neg_vortices (Ax Ay : ZMod N × ZMod M → ℝ) :
    ∃ n : ZMod N × ZMod M → ℤ,
      (∀ k, Complex.arg (plaquette (link Ax) (link Ay) k) = curl Ax Ay k - 2 * π * n k) ∧
      chern (link Ax) (link Ay) = -∑ k, (n k : ℝ) := by
  have h : ∀ k, ∃ n : ℤ,
      Complex.arg (plaquette (link Ax) (link Ay) k) = curl Ax Ay k - 2 * π * n := by
    intro k
    have h1 := Complex.norm_mul_exp_arg_mul_I (plaquette (link Ax) (link Ay) k)
    rw [plaquette_link, Complex.norm_exp_ofReal_mul_I, Complex.ofReal_one, one_mul,
      Complex.exp_eq_exp_iff_exists_int] at h1
    obtain ⟨n, hn⟩ := h1
    refine ⟨-n, ?_⟩
    rw [plaquette_link]
    refine Complex.ofReal_injective (mul_right_cancel₀ Complex.I_ne_zero ?_)
    push_cast
    linear_combination hn
  choose n hn using h
  refine ⟨n, hn, ?_⟩
  rw [chern, Finset.sum_congr rfl (fun k _ => hn k), Finset.sum_sub_distrib, sum_curl,
    ← Finset.mul_sum, div_eq_iff (by positivity)]
  ring
```

Applying this to the principal phases of unit links shows that C is an integer.

```lean
/-- The lattice Chern number of unit link variables is an integer. -/
theorem chern_integer (Ux Uy : ZMod N × ZMod M → ℂ)
    (hx : ∀ k, ‖Ux k‖ = 1) (hy : ∀ k, ‖Uy k‖ = 1) : ∃ c : ℤ, chern Ux Uy = c := by
  obtain ⟨n, -, hn⟩ := chern_eq_neg_vortices
    (fun k => Complex.arg (Ux k)) (fun k => Complex.arg (Uy k))
  rw [← link_arg Ux hx, ← link_arg Uy hy] at hn
  exact ⟨-∑ k, n k, by rw [hn]; simp⟩
```

## Removing vortices of zero total

On a ring, let f be an integer field with zero sum, and set

g(x) = f(0) + … + f(x−1), for x = 0, …, N−1.

Then g(x+1) − g(x) = f(x). At the last site this holds because the full sum vanishes; `hv` treats that wrap separately.

```lean
/-- On a ring of `N` sites, an integer field with zero sum is a lattice derivative. -/
theorem exists_primitive (f : ZMod N → ℤ) (hf : ∑ x, f x = 0) :
    ∃ g : ZMod N → ℤ, ∀ x, g (x + 1) - g x = f x := by
  refine ⟨fun x => ∑ t ∈ Finset.range x.val, f (t : ZMod N), fun x => ?_⟩
  have hsum : ∑ t ∈ Finset.range N, f (t : ZMod N) = 0 := by
    refine Eq.trans ?_ hf
    refine Finset.sum_nbij' (fun t => (t : ZMod N)) ZMod.val ?_ ?_ ?_ ?_ ?_
    · intro a _
      exact Finset.mem_univ _
    · intro a _
      exact Finset.mem_range.mpr (ZMod.val_lt a)
    · intro a ha
      exact ZMod.val_cast_of_lt (Finset.mem_range.mp ha)
    · intro a _
      exact ZMod.natCast_zmod_val a
    · intro a _
      rfl
  have hx : x + 1 = ((x.val + 1 : ℕ) : ZMod N) := by
    rw [Nat.cast_add, ZMod.natCast_zmod_val, Nat.cast_one]
  -- the partial sum closes up when the ring is completed
  have hv : ∑ t ∈ Finset.range (x + 1).val, f (t : ZMod N)
      = ∑ t ∈ Finset.range (x.val + 1), f (t : ZMod N) := by
    rcases Nat.lt_or_ge (x.val + 1) N with h | h
    · rw [hx, ZMod.val_cast_of_lt h]
    · have hN : x.val + 1 = N := le_antisymm (ZMod.val_lt x) h
      rw [hx, hN, hsum, ZMod.natCast_self, ZMod.val_zero, Finset.sum_range_zero]
  change ∑ t ∈ Finset.range (x + 1).val, f (t : ZMod N)
    - ∑ t ∈ Finset.range x.val, f (t : ZMod N) = f x
  rw [hv, Finset.sum_range_succ, ZMod.natCast_zmod_val]
  ring
```

On the torus, let Σ_k n(k) = 0 and let R(j) = Σ_i n(i,j) be the row totals. They sum to zero, so R(j) = h(j+1) − h(j) for some integer field h. Within row j, the field n(i,j) − δ_{i0} R(j) also sums to zero and has a primitive g_j. Take

m_x(i,j) = −δ_{i0} h(j), m_y(i,j) = g_j(i).

The m_x terms of the curl give δ_{i0} R(j), the m_y terms give n(i,j) − δ_{i0} R(j), and together they give n.

```lean
/-- On the torus, an integer plaquette field with zero sum is the lattice curl of integer
link fields. -/
theorem exists_integer_curl (n : ZMod N × ZMod M → ℤ) (hn : ∑ k, n k = 0) :
    ∃ mx my : ZMod N × ZMod M → ℤ,
      ∀ k, mx k + my (k + (1, 0)) - mx (k + (0, 1)) - my k = n k := by
  -- the row totals are moved into the column `i = 0` and integrated along `y`
  obtain ⟨h, hh⟩ := exists_primitive (fun j : ZMod M => ∑ i : ZMod N, n (i, j))
    (by rw [Fintype.sum_prod_type_right] at hn; exact hn)
  have hrow : ∀ j : ZMod M, ∃ g : ZMod N → ℤ, ∀ i,
      g (i + 1) - g i = n (i, j) - if i = 0 then ∑ l : ZMod N, n (l, j) else 0 :=
    fun j => exists_primitive
      (fun i => n (i, j) - if i = 0 then ∑ l : ZMod N, n (l, j) else 0)
      (by simp [Finset.sum_sub_distrib])
  choose g hg using hrow
  refine ⟨fun k => if k.1 = 0 then -h k.2 else 0, fun k => g k.2 k.1, ?_⟩
  rintro ⟨i, j⟩
  have h1 := hg j i
  have h2 : h (j + 1) - h j = ∑ l : ZMod N, n (l, j) := hh j
  simp only [Prod.mk_add_mk, add_zero]
  split_ifs at h1 ⊢ <;> linarith
```

Now let the links be unit links with C = 0. Their principal phases have vortex numbers n of zero total, so n is the curl of some m_x, m_y. Define

A_x = arg U_x − 2π m_x, A_y = arg U_y − 2π m_y.

The links are unchanged, and the new curl is exactly arg P(k). Excluding P(k) = −1, where the sign of the flux is ambiguous, keeps it strictly below π in absolute value. The reverse implication is the small-curl theorem.

```lean
/-- For unit links with no plaquette equal to `-1`, the Chern number vanishes exactly when the
links are `exp(iA)` for a real potential with curl below `π` in absolute value everywhere. -/
theorem chern_eq_zero_iff (Ux Uy : ZMod N × ZMod M → ℂ)
    (hx : ∀ k, ‖Ux k‖ = 1) (hy : ∀ k, ‖Uy k‖ = 1) (hp : ∀ k, plaquette Ux Uy k ≠ -1) :
    chern Ux Uy = 0 ↔ ∃ Ax Ay : ZMod N × ZMod M → ℝ,
      Ux = link Ax ∧ Uy = link Ay ∧ ∀ k, |curl Ax Ay k| < π := by
  constructor
  · intro hC
    obtain ⟨n, hn, hs⟩ := chern_eq_neg_vortices
      (fun k => Complex.arg (Ux k)) (fun k => Complex.arg (Uy k))
    rw [← link_arg Ux hx, ← link_arg Uy hy] at hs hn
    have h0 : ∑ k, n k = 0 := by
      have h1 : ∑ k, (n k : ℝ) = 0 := by linarith
      exact_mod_cast h1
    obtain ⟨mx, my, hm⟩ := exists_integer_curl n h0
    -- shifting phases by multiples of `2π` leaves the links unchanged
    have shift : ∀ (U : ZMod N × ZMod M → ℂ) (m : ZMod N × ZMod M → ℤ), (∀ k, ‖U k‖ = 1) →
        U = link (fun k => Complex.arg (U k) - 2 * π * m k) := by
      intro U m hU
      refine (link_arg U hU).trans ?_
      funext k
      simp only [link]
      exact Complex.exp_eq_exp_iff_exists_int.mpr ⟨m k, by push_cast; ring⟩
    obtain ⟨Ax, hAx⟩ : ∃ A, A = fun k => Complex.arg (Ux k) - 2 * π * mx k := ⟨_, rfl⟩
    obtain ⟨Ay, hAy⟩ : ∃ A, A = fun k => Complex.arg (Uy k) - 2 * π * my k := ⟨_, rfl⟩
    have ex : Ux = link Ax := by rw [hAx]; exact shift Ux mx hx
    have ey : Uy = link Ay := by rw [hAy]; exact shift Uy my hy
    -- the new curl is the principal flux
    have hcurl : ∀ k, curl Ax Ay k = Complex.arg (plaquette Ux Uy k) := by
      intro k
      have h : (mx k : ℝ) + my (k + (1, 0)) - mx (k + (0, 1)) - my k = n k := by
        exact_mod_cast hm k
      rw [hn k]
      simp only [curl, hAx, hAy]
      linear_combination (-2 * π) * h
    refine ⟨Ax, Ay, ex, ey, fun k => ?_⟩
    rw [hcurl k, abs_lt]
    refine ⟨Complex.neg_pi_lt_arg _,
      lt_of_le_of_ne (Complex.arg_le_pi _) fun hpi => hp k ?_⟩
    have h := plaquette_link Ax Ay k
    rw [← ex, ← ey, hcurl k, hpi, Complex.exp_pi_mul_I] at h
    exact h
  · rintro ⟨Ax, Ay, rfl, rfl, h⟩
    rw [chern, sum_arg_eq_zero_of_small_curl Ax Ay h, zero_div]
```

## The bound at π

On a 2 × M torus take A_x = 0, with A_y = 0 on column 0 and π on column 1.

```lean
/-- A potential along `y` on the `2 × M` torus: zero on the first column, `π` on the second. -/
def stripePotential (k : ZMod 2 × ZMod M) : ℝ := if k.1 = 0 then 0 else π
```

The curl is π on column 0 and −π on column 1, so every plaquette is −1 with argument π. The 2M plaquettes give

C = 2Mπ / 2π = M.

Hence `<` cannot be weakened to `≤` in the hypothesis. This value of C reflects the convention arg(−1) = π, not a physical band topology.

```lean
/-- The stripe potential has curl of absolute value exactly `π` on every plaquette, and its
links have Chern number `M`. -/
theorem small_curl_bound_sharp :
    (∀ k : ZMod 2 × ZMod M, |curl (fun _ => 0) stripePotential k| = π) ∧
    chern (link (fun _ : ZMod 2 × ZMod M => 0)) (link stripePotential) = M := by
  have h2 : ∀ i : ZMod 2, (i = 0 ∧ i + 1 ≠ 0) ∨ (i ≠ 0 ∧ i + 1 = 0) := by decide
  have hc : ∀ k : ZMod 2 × ZMod M, curl (fun _ => 0) stripePotential k = π ∨
      curl (fun _ => 0) stripePotential k = -π := by
    rintro ⟨i, j⟩
    rcases h2 i with ⟨ha, hb⟩ | ⟨ha, hb⟩
    · left
      simp only [curl, stripePotential, Prod.mk_add_mk, if_pos ha, if_neg hb]
      ring
    · right
      simp only [curl, stripePotential, Prod.mk_add_mk, if_neg ha, if_pos hb]
      ring
  -- every plaquette equals `-1`, whose principal argument is `π`
  have hp : ∀ k : ZMod 2 × ZMod M,
      plaquette (link (fun _ => 0)) (link stripePotential) k = -1 := by
    intro k
    rw [plaquette_link]
    rcases hc k with h | h
    · rw [h, Complex.exp_pi_mul_I]
    · rw [h, Complex.ofReal_neg, neg_mul, Complex.exp_neg, Complex.exp_pi_mul_I]
      norm_num
  constructor
  · intro k
    rcases hc k with h | h
    · rw [h, abs_of_pos Real.pi_pos]
    · rw [h, abs_neg, abs_of_pos Real.pi_pos]
  · simp only [chern, hp, Complex.arg_neg_one, Finset.sum_const, Finset.card_univ,
      Fintype.card_prod, ZMod.card, nsmul_eq_mul]
    rw [div_eq_iff (by positivity)]
    push_cast
    ring

end

end LatticeChernNumber
```

Links could also be typed as elements of Mathlib's `Circle`. The unit-norm hypotheses would then disappear and conjugation would become inversion, but unnormalised overlaps would have to be normalised before `chern` could be applied to them.

```lean
#print axioms LatticeChernNumber.chern_integer
#print axioms LatticeChernNumber.chern_eq_zero_iff
#print axioms LatticeChernNumber.small_curl_bound_sharp
```

```
'LatticeChernNumber.chern_integer' depends on axioms: [propext, Classical.choice, Quot.sound]
'LatticeChernNumber.chern_eq_zero_iff' depends on axioms: [propext, Classical.choice, Quot.sound]
'LatticeChernNumber.small_curl_bound_sharp' depends on axioms: [propext, Classical.choice, Quot.sound]
```
